# An $s^{-1/2}$ decay of the enhancement factor keeps the exchange energy of suitable squeezed layers bounded

We model the layer as a one-dimensional density with hard edges, $n_L(x)=f(x/L)/L$ on $0<x<L$, and integrate only over this open interval, so no slope is needed at the edges. The profile $f$ is continuous on $[0,1]$ and, inside, positive with continuous slope $f'$. Squeezing preserves the number of electrons per area. In a generalized-gradient approximation with enhancement factor $F$, the exchange energy per area, without its negative prefactor, is

$$E(L)=\int_0^L n_L^{4/3}F(s)\,dx,\qquad s=|n_L'|/n_L^{4/3},$$

with $F$ continuous on $s\ge0$ and numerical factors in $s$ omitted.

## Powers of the thickness

Put $y=x/L$. Then $n_L'=f'(y)/L^2$ and $n_L^{4/3}=L^{-4/3}f(y)^{4/3}$, so

$$s=L^{-2/3}\frac{|f'|}{f^{4/3}},\qquad E(L)=L^{-1/3}\int_0^1 f^{4/3}F(s)\,dy.$$

If $0<m\le F\le M$, then $E(L)\ge L^{-1/3}m\int_0^1 f^{4/3}\,dy$, which diverges as $L\to0^+$. Local exchange, $F=1$, is such a case. The ceiling $M$ ensures convergence of the integral.

Where $f'\ne0$, $s^{-1/2}=L^{1/3}f^{2/3}|f'|^{-1/2}$, hence

$$L^{-1/3}f^{4/3}F(s)=s^{1/2}F(s)\,w,\qquad w=f^2|f'|^{-1/2}.$$

Suppose $f'\ne0$ almost everywhere, $w$ is integrable, and $0\le F(s)\le Cs^{-1/2}$ for $s>0$: enhancement is suppressed at steep gradients. Then $0\le E(L)\le C\int_0^1 w\,dy$. If also $s^{1/2}F(s)\to c$ as $s\to\infty$, the integrand tends to $cw$ and is dominated by $Cw$, so $E(L)\to c\int_0^1 w\,dy$.

The approximate density functional SCAN builds in this $s^{-1/2}$ decay; the model here has a fixed density shape and an $F$ of $s$ alone, whereas SCAN also uses the kinetic energy density.

## Layer and unit interval in Lean

```lean
import Mathlib

open MeasureTheory Set Filter Topology

namespace QuasiTwoDimensionalCollapse

noncomputable section
```

`IsProfile` collects the assumptions on $f$ and its slope.

```lean
/-- A density profile `f` on the unit interval: continuous, positive inside, with continuous
slope `f'` inside. -/
structure IsProfile (f f' : ℝ → ℝ) : Prop where
  cont : ContinuousOn f (Icc 0 1)
  slope : ∀ x ∈ Ioo (0 : ℝ) 1, HasDerivAt f (f' x) x
  slope_cont : ContinuousOn f' (Ioo 0 1)
  pos : ∀ x ∈ Ioo (0 : ℝ) 1, 0 < f x
```

The next four definitions are $n_L$, $s$, the energy density and $E(L)$; `deriv` is the actual derivative of the density.

```lean
/-- The profile squeezed to thickness `L > 0`: `n_L(x) = f(x/L)/L`. -/
def squeezed (f : ℝ → ℝ) (L x : ℝ) : ℝ := f (x / L) / L

/-- The reduced gradient `|n'|/n^(4/3)`, up to a numerical factor, where `n > 0`. -/
def reducedGradient (n : ℝ → ℝ) (x : ℝ) : ℝ := |deriv n x| / n x ^ (4 / 3 : ℝ)

/-- The exchange energy density `n^(4/3) F(s)`, without its negative prefactor, where `n > 0`. -/
def exchangeDensity (F n : ℝ → ℝ) (x : ℝ) : ℝ :=
  n x ^ (4 / 3 : ℝ) * F (reducedGradient n x)

/-- The exchange energy per area of the layer of thickness `L > 0`, without its negative
prefactor. -/
def exchangeEnergy (F f : ℝ → ℝ) (L : ℝ) : ℝ :=
  ∫ x in Ioo 0 L, exchangeDensity F (squeezed f L) x
```

In the unit coordinate, called `x` again in the code, we have $s$, the integrand and $w$.

```lean
/-- The reduced gradient of the squeezed layer in the unit coordinate, for `L > 0` and `f > 0`. -/
def scaledGradient (f f' : ℝ → ℝ) (L x : ℝ) : ℝ :=
  L ^ (-(2 / 3) : ℝ) * (|f' x| / f x ^ (4 / 3 : ℝ))

/-- The exchange integrand in the unit coordinate, for `L > 0` and `f > 0`. -/
def unitIntegrand (F f f' : ℝ → ℝ) (L x : ℝ) : ℝ :=
  L ^ (-(1 / 3) : ℝ) * (f x ^ (4 / 3 : ℝ) * F (scaledGradient f f' L x))

/-- The weight `f² |f'|^(-1/2)`, where `f' ≠ 0`. -/
def collapseWeight (f f' : ℝ → ℝ) (x : ℝ) : ℝ := f x ^ 2 * |f' x| ^ (-(1 / 2) : ℝ)
```

The chain rule and the powers of $L$ give the pointwise scaling.

```lean
variable {F f f' : ℝ → ℝ} {L C : ℝ}

/-- The exchange energy density of the squeezed layer, expressed in the unit coordinate `x/L`. -/
theorem density_scaling (hf : IsProfile f f') (hL : 0 < L) {x : ℝ} (hx : x ∈ Ioo 0 L) :
    exchangeDensity F (squeezed f L) x = L⁻¹ * unitIntegrand F f f' L (x / L) := by
  have hy : x / L ∈ Ioo (0 : ℝ) 1 := ⟨div_pos hx.1 hL, (div_lt_one hL).2 hx.2⟩
  have hp := hf.pos _ hy
  -- chain rule: the slope grows like `1/L²`
  have h1 : HasDerivAt (fun y : ℝ => y / L) (1 / L) x := (hasDerivAt_id x).div_const L
  have h2 : HasDerivAt (squeezed f L) (f' (x / L) * (1 / L) / L) x :=
    (HasDerivAt.comp x (h₂ := f) (h := fun y => y / L) (hf.slope _ hy) h1).div_const L
  have habs : |f' (x / L) * (1 / L) / L| = |f' (x / L)| / L ^ 2 := by
    rw [show f' (x / L) * (1 / L) / L = f' (x / L) / L ^ 2 by ring, abs_div,
      abs_of_pos (pow_pos hL 2)]
  have hn : squeezed f L x ^ (4 / 3 : ℝ) = L ^ (-(4 / 3) : ℝ) * f (x / L) ^ (4 / 3 : ℝ) := by
    unfold squeezed
    rw [Real.div_rpow hp.le hL.le, Real.rpow_neg hL.le, div_eq_mul_inv, mul_comm]
  have hpow : L ^ (-(2 / 3) : ℝ) * L ^ 2 * L ^ (-(4 / 3) : ℝ) = 1 := by
    rw [← Real.rpow_two, ← Real.rpow_add hL, ← Real.rpow_add hL]
    norm_num
  have key : ∀ a b c d : ℝ, a ≠ 0 → c ≠ 0 → b * L ^ 2 * a = 1 →
      d / L ^ 2 / (a * c) = b * (d / c) := by
    intro a b c d ha hc h
    have h3 : d / c * c = d := div_mul_cancel₀ d hc
    rw [div_div, div_eq_iff (mul_ne_zero (pow_ne_zero 2 hL.ne') (mul_ne_zero ha hc))]
    linear_combination -h3 - (d / c * c) * h
  have hs : reducedGradient (squeezed f L) x = scaledGradient f f' L (x / L) := by
    unfold reducedGradient scaledGradient
    rw [h2.deriv, habs, hn]
    exact key _ _ _ _ (Real.rpow_pos_of_pos hL _).ne' (Real.rpow_pos_of_pos hp _).ne' hpow
  have hl : L ^ (-(4 / 3) : ℝ) = L⁻¹ * L ^ (-(1 / 3) : ℝ) := by
    rw [show (-(4 / 3) : ℝ) = -1 + -(1 / 3) by norm_num, Real.rpow_add hL, Real.rpow_neg_one]
  unfold exchangeDensity unitIntegrand
  rw [hs, hn, hl]
  ring
```

Substituting $y=x/L$ transfers both the integral and its integrability.

```lean
/-- The exchange energy is the integral of the unit-coordinate integrand, and integrability
there gives integrability of the exchange energy density over the layer. -/
theorem energy_scaling (hf : IsProfile f f') (hL : 0 < L) :
    exchangeEnergy F f L = ∫ x in Ioo 0 1, unitIntegrand F f f' L x ∧
    (IntegrableOn (unitIntegrand F f f' L) (Ioo 0 1) →
      IntegrableOn (exchangeDensity F (squeezed f L)) (Ioo 0 L)) := by
  constructor
  · have h : exchangeEnergy F f L = ∫ x in Ioo 0 L, L⁻¹ * unitIntegrand F f f' L (x / L) :=
      setIntegral_congr_fun measurableSet_Ioo (fun x hx => density_scaling hf hL hx)
    rw [h, integral_const_mul, ← integral_Ioc_eq_integral_Ioo, ← integral_Ioc_eq_integral_Ioo,
      ← intervalIntegral.integral_of_le hL.le,
      ← intervalIntegral.integral_of_le (zero_le_one : (0 : ℝ) ≤ 1),
      intervalIntegral.integral_comp_div (unitIntegrand F f f' L) hL.ne',
      zero_div, div_self hL.ne', smul_eq_mul, inv_mul_cancel_left₀ hL.ne']
  · intro h
    rw [← intervalIntegrable_iff_integrableOn_Ioo_of_le zero_le_one] at h
    have h1 : IntervalIntegrable (fun x => unitIntegrand F f f' L (x / L)) volume 0 L := by
      have h2 := h.comp_mul_left (c := L⁻¹)
      simpa [div_eq_inv_mul] using h2
    rw [intervalIntegrable_iff_integrableOn_Ioo_of_le hL.le] at h1
    exact IntegrableOn.congr_fun (h1.const_mul L⁻¹)
      (fun x hx => (density_scaling hf hL hx).symm) measurableSet_Ioo
```

Continuity supplies measurability.

```lean
/-- For a continuous enhancement factor the unit-coordinate integrand is continuous inside. -/
theorem unitIntegrand_continuousOn (hf : IsProfile f f') (hF : ContinuousOn F (Ici 0))
    (hL : 0 < L) : ContinuousOn (unitIntegrand F f f' L) (Ioo 0 1) := by
  have hc : ContinuousOn (fun x => f x ^ (4 / 3 : ℝ)) (Ioo 0 1) :=
    (hf.cont.mono Ioo_subset_Icc_self).rpow_const (fun x _ => Or.inr (by norm_num))
  have hq : ContinuousOn (scaledGradient f f' L) (Ioo 0 1) :=
    continuousOn_const.mul (hf.slope_cont.abs.div hc
      (fun x hx => (Real.rpow_pos_of_pos (hf.pos x hx) _).ne'))
  have hm : MapsTo (scaledGradient f f' L) (Ioo 0 1) (Ici 0) := by
    intro x hx
    have := hf.pos x hx
    change 0 ≤ L ^ (-(2 / 3) : ℝ) * (|f' x| / f x ^ (4 / 3 : ℝ))
    positivity
  exact continuousOn_const.mul (hc.mul (hF.comp hq hm))
```

## Cancellation and the two regimes

This is the identity with $s^{1/2}F(s)\,w$.

```lean
/-- Where `f > 0` and the slope is nonzero, the reduced gradient `s` is positive and the integrand
is `s^(1/2) F(s)` times `f² |f'|^(-1/2)`. -/
theorem unitIntegrand_eq (hL : 0 < L) {x : ℝ} (hp : 0 < f x) (hd : f' x ≠ 0) :
    0 < scaledGradient f f' L x ∧ unitIntegrand F f f' L x =
      scaledGradient f f' L x ^ (1 / 2 : ℝ) * F (scaledGradient f f' L x)
        * collapseWeight f f' x := by
  have hd' : 0 < |f' x| := abs_pos.2 hd
  have hq : 0 < scaledGradient f f' L x := by unfold scaledGradient; positivity
  refine ⟨hq, ?_⟩
  -- all powers of `L` cancel against `s^(-1/2)`
  have h : L ^ (-(1 / 3) : ℝ) * (f x ^ (4 / 3 : ℝ) * scaledGradient f f' L x ^ (-(1 / 2) : ℝ))
      = collapseWeight f f' x := by
    unfold scaledGradient collapseWeight
    rw [Real.mul_rpow (by positivity) (by positivity), Real.div_rpow hd'.le (by positivity),
      ← Real.rpow_mul hL.le, ← Real.rpow_mul hp.le]
    have h1 : L ^ (-(1 / 3) : ℝ) * L ^ (-(2 / 3) * -(1 / 2) : ℝ) = 1 := by
      rw [← Real.rpow_add hL]
      norm_num
    have h2 : f x ^ (4 / 3 : ℝ) = f x ^ 2 * f x ^ (4 / 3 * -(1 / 2) : ℝ) := by
      rw [← Real.rpow_two, ← Real.rpow_add hp]
      norm_num
    have h3 := div_mul_cancel₀ (|f' x| ^ (-(1 / 2) : ℝ))
      (Real.rpow_pos_of_pos hp (4 / 3 * -(1 / 2))).ne'
    rw [h2]
    linear_combination (f x ^ 2 * (|f' x| ^ (-(1 / 2) : ℝ) / f x ^ (4 / 3 * -(1 / 2) : ℝ)
      * f x ^ (4 / 3 * -(1 / 2) : ℝ))) * h1 + f x ^ 2 * h3
  have h4 : scaledGradient f f' L x ^ (-(1 / 2) : ℝ) * scaledGradient f f' L x ^ (1 / 2 : ℝ)
      = 1 := by
    rw [← Real.rpow_add hq]
    norm_num
  unfold unitIntegrand
  linear_combination (scaledGradient f f' L x ^ (1 / 2 : ℝ) * F (scaledGradient f f' L x)) * h
    - (L ^ (-(1 / 3) : ℝ) * f x ^ (4 / 3 : ℝ) * F (scaledGradient f f' L x)) * h4
```

Inserting the decay of $F$ bounds the integrand independently of $L$.

```lean
/-- If `0 ≤ F(s) ≤ C s^(-1/2)`, the integrand lies between zero and `C f² |f'|^(-1/2)` wherever
the slope is nonzero, for every thickness. -/
theorem unitIntegrand_bound (hdec : ∀ s > 0, 0 ≤ F s ∧ F s ≤ C * s ^ (-(1 / 2) : ℝ))
    (hL : 0 < L) {x : ℝ} (hp : 0 < f x) (hd : f' x ≠ 0) :
    0 ≤ unitIntegrand F f f' L x ∧ unitIntegrand F f f' L x ≤ C * collapseWeight f f' x := by
  obtain ⟨hq, he⟩ := unitIntegrand_eq (F := F) hL hp hd
  have hW : 0 ≤ collapseWeight f f' x := by unfold collapseWeight; positivity
  have hQ := Real.rpow_nonneg hq.le (1 / 2)
  have h1 : scaledGradient f f' L x ^ (1 / 2 : ℝ) * scaledGradient f f' L x ^ (-(1 / 2) : ℝ)
      = 1 := by
    rw [← Real.rpow_add hq]
    norm_num
  have h2 := mul_le_mul_of_nonneg_left (hdec _ hq).2 hQ
  rw [mul_left_comm, h1, mul_one] at h2
  rw [he]
  exact ⟨mul_nonneg (mul_nonneg hQ (hdec _ hq).1) hW, mul_le_mul_of_nonneg_right h2 hW⟩

/-- A negative power of the thickness diverges as the thickness shrinks to zero. -/
theorem thickness_power_diverges {p : ℝ} (hp : 0 < p) :
    Tendsto (fun L : ℝ => L ^ (-p)) (𝓝[>] 0) atTop := by
  refine ((tendsto_rpow_atTop hp).comp tendsto_inv_nhdsGT_zero).congr' ?_
  filter_upwards [self_mem_nhdsWithin] with L hL
  have hL' : 0 < L := hL
  change L⁻¹ ^ p = L ^ (-p)
  rw [Real.inv_rpow hL'.le, Real.rpow_neg hL'.le]
```

For the divergence, `hlow` is the lower bound by monotonicity, and `hpos` makes its coefficient positive.

```lean
/-- If `0 < m ≤ F ≤ M`, the exchange energy is at least `L^(-1/3) m ∫ f^(4/3)` and diverges as
the layer collapses. -/
theorem energy_diverges {m M : ℝ} (hf : IsProfile f f') (hF : ContinuousOn F (Ici 0))
    (hm : 0 < m) (hb : ∀ s ≥ 0, m ≤ F s ∧ F s ≤ M) :
    (∀ L > 0, L ^ (-(1 / 3) : ℝ) * (m * ∫ x in Ioo 0 1, f x ^ (4 / 3 : ℝ))
      ≤ exchangeEnergy F f L) ∧
    Tendsto (exchangeEnergy F f) (𝓝[>] 0) atTop := by
  have hi : IntegrableOn (fun x => f x ^ (4 / 3 : ℝ)) (Ioo 0 1) :=
    ((hf.cont.rpow_const (fun x _ => Or.inr (by norm_num))).integrableOn_Icc).mono_set
      Ioo_subset_Icc_self
  have hlow : ∀ L > 0, L ^ (-(1 / 3) : ℝ) * (m * ∫ x in Ioo 0 1, f x ^ (4 / 3 : ℝ))
      ≤ exchangeEnergy F f L := by
    intro L hL
    have hl : 0 ≤ L ^ (-(1 / 3) : ℝ) := Real.rpow_nonneg (le_of_lt hL) _
    have hx : ∀ x ∈ Ioo (0 : ℝ) 1, 0 ≤ f x ^ (4 / 3 : ℝ) ∧ 0 ≤ scaledGradient f f' L x := by
      intro x hx
      have h1 := hf.pos x hx
      have h2 : 0 < L := hL
      unfold scaledGradient
      constructor <;> positivity
    -- boundedness of `F` makes the energy a genuine integral
    have hI : IntegrableOn (unitIntegrand F f f' L) (Ioo 0 1) := by
      refine Integrable.mono' ((hi.mul_const M).const_mul (L ^ (-(1 / 3) : ℝ)))
        ((unitIntegrand_continuousOn hf hF hL).aestronglyMeasurable measurableSet_Ioo) ?_
      filter_upwards [ae_restrict_mem measurableSet_Ioo] with x h
      obtain ⟨h1, h2⟩ := hx x h
      have h3 := hb _ h2
      unfold unitIntegrand
      rw [Real.norm_of_nonneg (mul_nonneg hl (mul_nonneg h1 (hm.le.trans h3.1)))]
      exact mul_le_mul_of_nonneg_left (mul_le_mul_of_nonneg_left h3.2 h1) hl
    rw [(energy_scaling hf hL).1, ← integral_const_mul, ← integral_const_mul]
    refine setIntegral_mono_on ((hi.const_mul m).const_mul _) hI measurableSet_Ioo ?_
    intro x h
    obtain ⟨h1, h2⟩ := hx x h
    unfold unitIntegrand
    rw [mul_comm m]
    exact mul_le_mul_of_nonneg_left (mul_le_mul_of_nonneg_left (hb _ h2).1 h1) hl
  refine ⟨hlow, ?_⟩
  have hpos : 0 < ∫ x in Ioo 0 1, f x ^ (4 / 3 : ℝ) := by
    rw [← integral_Ioc_eq_integral_Ioo,
      ← intervalIntegral.integral_of_le (zero_le_one : (0 : ℝ) ≤ 1)]
    exact intervalIntegral.intervalIntegral_pos_of_pos_on
      ((intervalIntegrable_iff_integrableOn_Ioo_of_le zero_le_one).2 hi)
      (fun x hx => Real.rpow_pos_of_pos (hf.pos x hx) _) one_pos
  refine tendsto_atTop_mono' _ ?_
    ((thickness_power_diverges (p := 1 / 3) (by norm_num)).atTop_mul_const (mul_pos hm hpos))
  filter_upwards [self_mem_nhdsWithin] with L hL using hlow L hL
```

The bounded case integrates the pointwise estimate and also proves that the energy density is integrable.

```lean
/-- If `f' ≠ 0` almost everywhere, `f² |f'|^(-1/2)` is integrable and `0 ≤ F(s) ≤ C s^(-1/2)` for `s
> 0`, the exchange energy is a convergent, nonnegative integral bounded by `C ∫ f² |f'|^(-1/2)` for
every thickness. -/
theorem energy_bounded (hf : IsProfile f f') (hF : ContinuousOn F (Ici 0))
    (hne : ∀ᵐ x ∂volume.restrict (Ioo (0 : ℝ) 1), f' x ≠ 0)
    (hdec : ∀ s > 0, 0 ≤ F s ∧ F s ≤ C * s ^ (-(1 / 2) : ℝ))
    (hw : IntegrableOn (collapseWeight f f') (Ioo 0 1)) (hL : 0 < L) :
    IntegrableOn (exchangeDensity F (squeezed f L)) (Ioo 0 L) ∧ 0 ≤ exchangeEnergy F f L ∧
      exchangeEnergy F f L ≤ C * ∫ x in Ioo 0 1, collapseWeight f f' x := by
  have hb : ∀ᵐ x ∂volume.restrict (Ioo (0 : ℝ) 1), 0 ≤ unitIntegrand F f f' L x ∧
      unitIntegrand F f f' L x ≤ C * collapseWeight f f' x := by
    filter_upwards [hne, ae_restrict_mem measurableSet_Ioo] with x h1 h2
    exact unitIntegrand_bound hdec hL (hf.pos x h2) h1
  have hI : IntegrableOn (unitIntegrand F f f' L) (Ioo 0 1) := by
    refine Integrable.mono' (hw.const_mul C)
      ((unitIntegrand_continuousOn hf hF hL).aestronglyMeasurable measurableSet_Ioo) ?_
    filter_upwards [hb] with x h
    rw [Real.norm_of_nonneg h.1]
    exact h.2
  refine ⟨(energy_scaling hf hL).2 hI, ?_⟩
  rw [(energy_scaling hf hL).1, ← integral_const_mul]
  exact ⟨integral_nonneg_of_ae (hb.mono fun x h => h.1),
    integral_mono_ae hI (hw.const_mul C) (hb.mono fun x h => h.2)⟩
```

The hypothesis `hne`, that $f'\ne0$ almost everywhere, matters. Take $f=1$ and $F(s)=(1+s)^{-1/2}$, which satisfies the decay bound with $C=1$. Then $s=0$ throughout and $E(L)=L^{-1/3}$ diverges. Lean sets $0^{-1/2}=0$, so $w$ would count as integrable and only `hne` excludes this profile.

The limit uses dominated convergence; at almost every fixed point, $s\to\infty$.

```lean
/-- Under the hypotheses of `energy_bounded` on `f` and `F`, if also `s^(1/2) F(s)` tends to `c` at
large `s`, the exchange energy of the collapsing layer tends to `c ∫ f² |f'|^(-1/2)`. -/
theorem energy_limit {c : ℝ} (hf : IsProfile f f') (hF : ContinuousOn F (Ici 0))
    (hne : ∀ᵐ x ∂volume.restrict (Ioo (0 : ℝ) 1), f' x ≠ 0)
    (hdec : ∀ s > 0, 0 ≤ F s ∧ F s ≤ C * s ^ (-(1 / 2) : ℝ))
    (hw : IntegrableOn (collapseWeight f f') (Ioo 0 1))
    (hlim : Tendsto (fun s : ℝ => s ^ (1 / 2 : ℝ) * F s) atTop (𝓝 c)) :
    Tendsto (exchangeEnergy F f) (𝓝[>] 0)
      (𝓝 (c * ∫ x in Ioo 0 1, collapseWeight f f' x)) := by
  rw [← integral_const_mul]
  have h : Tendsto (fun L => ∫ x in Ioo 0 1, unitIntegrand F f f' L x) (𝓝[>] 0)
      (𝓝 (∫ x in Ioo 0 1, c * collapseWeight f f' x)) := by
    refine tendsto_integral_filter_of_dominated_convergence
      (fun x => C * collapseWeight f f' x) ?_ ?_ (hw.const_mul C) ?_
    · filter_upwards [self_mem_nhdsWithin] with L hL
      exact (unitIntegrand_continuousOn hf hF hL).aestronglyMeasurable measurableSet_Ioo
    · filter_upwards [self_mem_nhdsWithin] with L hL
      filter_upwards [hne, ae_restrict_mem measurableSet_Ioo] with x h1 h2
      have h3 := unitIntegrand_bound hdec hL (hf.pos x h2) h1
      rw [Real.norm_of_nonneg h3.1]
      exact h3.2
    · -- at fixed `x` the reduced gradient grows without bound
      filter_upwards [hne, ae_restrict_mem measurableSet_Ioo] with x h1 h2
      have hr : 0 < |f' x| / f x ^ (4 / 3 : ℝ) :=
        div_pos (abs_pos.2 h1) (Real.rpow_pos_of_pos (hf.pos x h2) _)
      have hq : Tendsto (fun L => scaledGradient f f' L x) (𝓝[>] 0) atTop :=
        (thickness_power_diverges (p := 2 / 3) (by norm_num)).atTop_mul_const hr
      refine ((hlim.comp hq).mul_const (collapseWeight f f' x)).congr' ?_
      filter_upwards [self_mem_nhdsWithin] with L hL
      exact (unitIntegrand_eq hL (hf.pos x h2) h1).2.symm
  refine h.congr' ?_
  filter_upwards [self_mem_nhdsWithin] with L hL
  exact (energy_scaling hf hL).1.symm
```

The slope may vanish at isolated points as long as $w$ stays integrable. A maximum with nonzero curvature is allowed; a quartic one, as in $f=1-(x-1/2)^4$, where $w$ grows like $|x-1/2|^{-3/2}$, is not. For the parabola $x(1-x)/2$, $w$ has an integrable singularity proportional to $|1/2-x|^{-1/2}$ at the centre, which the proof splits into left and right branches. The parabola is a mathematical test case: an electron density that vanishes linearly at an edge has infinite kinetic energy. The ground-state density $2\sin^2(\pi x)$ of a particle in a box also meets the hypotheses, with the same kind of singularity at the centre and $w\to0$ at the edges; this is not checked in Lean here.

```lean
/-- The parabolic profile `x(1-x)/2` is admissible: its slope `1/2 - x` is nonzero almost
everywhere and `f² |f'|^(-1/2)` is integrable. -/
theorem parabola_witness :
    IsProfile (fun x => x * (1 - x) / 2) (fun x => 1 / 2 - x) ∧
    (∀ᵐ x ∂volume.restrict (Ioo (0 : ℝ) 1), 1 / 2 - x ≠ 0) ∧
    IntegrableOn (collapseWeight (fun x => x * (1 - x) / 2) (fun x => 1 / 2 - x))
      (Ioo 0 1) := by
  refine ⟨⟨by fun_prop, ?_, by fun_prop, ?_⟩, ?_, ?_⟩
  · intro x _
    have h := ((hasDerivAt_id' x).fun_mul ((hasDerivAt_id' x).const_sub 1)).div_const 2
    exact h.congr_deriv (by ring)
  · intro x hx
    exact half_pos (mul_pos hx.1 (sub_pos.2 hx.2))
  · have h : ∀ᵐ x ∂(volume : Measure ℝ), x ≠ 1 / 2 := by
      rw [ae_iff]
      simp
    filter_upwards [ae_restrict_of_ae h] with x hx
    exact sub_ne_zero.2 (Ne.symm hx)
  · -- split `|u|^(-1/2)` into its two one-sided branches
    have hneg : ∀ v : ℝ, v < 0 → v ^ (-(1 / 2) : ℝ) = 0 := by
      intro v hv
      rw [Real.rpow_def_of_neg hv, show (-(1 / 2) : ℝ) * Real.pi = -(Real.pi / 2) by ring,
        Real.cos_neg, Real.cos_pi_div_two, mul_zero]
    have habs : ∀ u : ℝ, |u| ^ (-(1 / 2) : ℝ) = u ^ (-(1 / 2) : ℝ) + (-u) ^ (-(1 / 2) : ℝ) := by
      intro u
      rcases lt_trichotomy u 0 with h | h | h
      · rw [abs_of_neg h, hneg u h, zero_add]
      · rw [h, abs_zero, neg_zero, Real.zero_rpow (by norm_num), add_zero]
      · rw [abs_of_pos h, hneg (-u) (neg_lt_zero.2 h), add_zero]
    have h1 : ∀ a b : ℝ, IntervalIntegrable (fun y : ℝ => y ^ (-(1 / 2) : ℝ)) volume a b :=
      fun a b => intervalIntegral.intervalIntegrable_rpow' (by norm_num)
    have hA : IntervalIntegrable (fun x : ℝ => (1 / 2 - x) ^ (-(1 / 2) : ℝ)) volume 0 1 := by
      have h := (h1 (1 / 2) (-(1 / 2))).comp_sub_left (1 / 2)
      convert h using 1 <;> norm_num
    have hB : IntervalIntegrable (fun x : ℝ => (x - 1 / 2) ^ (-(1 / 2) : ℝ)) volume 0 1 := by
      have h := (h1 (-(1 / 2)) (1 / 2)).comp_sub_right (1 / 2)
      convert h using 1 <;> norm_num
    have he : collapseWeight (fun x => x * (1 - x) / 2) (fun x => 1 / 2 - x) = fun x : ℝ =>
        (x * (1 - x) / 2) ^ 2 * ((1 / 2 - x) ^ (-(1 / 2) : ℝ) + (x - 1 / 2) ^ (-(1 / 2) : ℝ)) := by
      funext x
      unfold collapseWeight
      rw [habs, neg_sub]
    rw [he, ← intervalIntegrable_iff_integrableOn_Ioo_of_le zero_le_one]
    exact (hA.add hB).continuousOn_mul (g := fun x : ℝ => (x * (1 - x) / 2) ^ 2) (by fun_prop)

end

end QuasiTwoDimensionalCollapse
```

```lean
#print axioms QuasiTwoDimensionalCollapse.energy_diverges
#print axioms QuasiTwoDimensionalCollapse.energy_bounded
#print axioms QuasiTwoDimensionalCollapse.energy_limit
```

```
'QuasiTwoDimensionalCollapse.energy_diverges' depends on axioms: [propext, Classical.choice, Quot.sound]
'QuasiTwoDimensionalCollapse.energy_bounded' depends on axioms: [propext, Classical.choice, Quot.sound]
'QuasiTwoDimensionalCollapse.energy_limit' depends on axioms: [propext, Classical.choice, Quot.sound]
```
